# A real one-particle ground state without zeros on a finite lattice fixes its potential up to a constant, by a maximum principle

A particle hops between two sites with matrix element −t, where t > 0, and is found on each site with probability 1/2. Which on-site potential has this density in its ground state? Zero potential does: the ground state is (1, 1)/√2, with energy −t. To single it out from the density alone, try the potential (a + u, a − u). Its ground energy is a − √(t² + u²), and the given density has potential energy a in it. The difference is

−√(t² + u²) ≤ −t,

with equality only for u = 0. The constant a has dropped out, and the maximum picks the right potential difference.

## The maximum principle on any finite set of sites

Let H0 be a real symmetric matrix on a finite set of sites, D(w) the diagonal matrix of a potential w, and x·y = Σ xᵢyᵢ. Write E(A) for the minimum of x·Ax over real unit vectors x. Let ψ be a unit vector with

(H0 + D(v))ψ = E(H0 + D(v)) ψ,

and suppose that no component of ψ is zero. Define

G(w) = E(H0 + D(w)) − Σ wᵢψᵢ².

The claim is that w maximises G exactly when w − v is constant.

**Least energy and eigenvectors.** The unit sphere is compact, so the minimum E(A) is attained. Dividing a nonzero y by its length gives

E(A)(y·y) ≤ y·Ay,

which also holds for y = 0. Now let A be symmetric and let a unit vector x have energy E = E(A). Put r = Ax − Ex and b = r·(A − E)r, so that b ≥ 0. Since x·(A − E)x = 0 and, by symmetry, x·(A − E)r = r·r, the bound for sx + tr, with s and t now any real numbers, reads

0 ≤ 2st(r·r) + t²b.

With s = b + 1 and t = −r·r, the right side is −(b + 2)(r·r)². Hence r = 0, and x is an eigenvector. If y is any eigenvector with eigenvalue μ, the bound gives E ≤ μ, so E is the lowest eigenvalue.

**The upper bound on G.** The energy of ψ splits as

ψ·(H0 + D(w))ψ = ψ·H0ψ + Σ wᵢψᵢ².

The left side is at least E(H0 + D(w)), so G(w) ≤ ψ·H0ψ. Equality means that ψ has the least energy in the potential w, that is, ψ is a ground vector there. In particular G(v) = ψ·H0ψ.

**Maximisers are shifts.** If w maximises G, then G(w) ≥ G(v), so w attains the bound too and ψ solves both equations:

(H0ψ)ᵢ + vᵢψᵢ = E(H0 + D(v)) ψᵢ

(H0ψ)ᵢ + wᵢψᵢ = E(H0 + D(w)) ψᵢ

Subtracting them and dividing by ψᵢ ≠ 0 gives

wᵢ − vᵢ = E(H0 + D(w)) − E(H0 + D(v)),

which is the same at every site.

**Shifts are maximisers.** Suppose that ψ minimises Σ (wᵢ − vᵢ)xᵢ² among unit vectors x. For each such x,

x·(H0 + D(w))x = x·(H0 + D(v))x + Σ (wᵢ − vᵢ)xᵢ² ≥ E(H0 + D(v)) + Σ (wᵢ − vᵢ)ψᵢ².

Minimising over x and subtracting Σ wᵢψᵢ² gives G(w) ≥ G(v) = ψ·H0ψ, so w is a maximiser. For w = v + c the sum equals c for every unit x, and the supposition holds.

**A zero spoils uniqueness.** If ψₖ = 0, raise the potential at site k by c > 0. The sum is then cxₖ², which ψ makes zero, so the new potential is also a maximiser. It is no constant shift: ψ has norm one, so there is another site, where the potential has not changed.

## Ground energy as an infimum

In the Lean file the finite type `n` is the set of sites, and vectors and potentials are both functions `n → ℝ`.

```lean
import Mathlib

open Matrix

namespace DensityInversion

variable {n : Type*} [Fintype n]
```

The dot product is `⬝ᵥ` and the action of a matrix on a vector is `*ᵥ`. The number E(A) is `groundEnergy A`, defined as an infimum for any real matrix.

```lean
/-- The ground energy of a real matrix: the infimum of the energy `x · A x` over real unit vectors.
On an empty set of sites there are no unit vectors, and the value is 0 by convention. -/
noncomputable def groundEnergy (A : Matrix n n ℝ) : ℝ :=
  sInf ((fun x : n → ℝ => x ⬝ᵥ A *ᵥ x) '' {x | x ⬝ᵥ x = 1})
```

A ground vector is normalised and solves the eigenvalue equation. Nothing requires the level to be non-degenerate.

```lean
/-- A ground vector is a unit vector that solves the eigenvalue equation at the ground energy. -/
def IsGroundVector (A : Matrix n n ℝ) (ψ : n → ℝ) : Prop :=
  ψ ⬝ᵥ ψ = 1 ∧ A *ᵥ ψ = groundEnergy A • ψ
```

Compactness follows because the unit sphere is closed and each component of a unit vector is at most 1 in magnitude. The energy is continuous, so its values on the sphere form a compact set.

```lean
/-- The energies of all unit vectors form a compact set of real numbers. -/
theorem isCompact_energies (A : Matrix n n ℝ) :
    IsCompact ((fun x : n → ℝ => x ⬝ᵥ A *ᵥ x) '' {x | x ⬝ᵥ x = 1}) := by
  have hc : Continuous (fun x : n → ℝ => x ⬝ᵥ A *ᵥ x) := by
    simp only [dotProduct, mulVec]
    exact continuous_finsetSum _ fun i _ => (continuous_apply i).mul
      (continuous_finsetSum _ fun j _ => continuous_const.mul (continuous_apply j))
  have hn : Continuous (fun x : n → ℝ => x ⬝ᵥ x) := by
    simp only [dotProduct]
    exact continuous_finsetSum _ fun i _ => (continuous_apply i).mul (continuous_apply i)
  refine IsCompact.image ?_ hc
  -- the unit sphere is closed and bounded
  refine Metric.isCompact_of_isClosed_isBounded (isClosed_eq hn continuous_const) ?_
  refine (Metric.isBounded_closedBall (x := (0 : n → ℝ)) (r := 1)).subset ?_
  intro x hx
  have hx' : x ⬝ᵥ x = 1 := hx
  rw [mem_closedBall_zero_iff, pi_norm_le_iff_of_nonneg zero_le_one]
  intro i
  have h1 : x i * x i ≤ x ⬝ᵥ x :=
    Finset.single_le_sum (f := fun j => x j * x j)
      (fun j _ => mul_self_nonneg (x j)) (Finset.mem_univ i)
  rw [Real.norm_eq_abs]
  exact abs_le.mpr ⟨by nlinarith, by nlinarith⟩
```

The Rayleigh bound needs no symmetry. The proof treats y = 0 separately and otherwise rescales by the length, called `r` here.

```lean
/-- Rayleigh bound: the energy of any vector is at least the ground energy times its squared
norm. -/
theorem groundEnergy_mul_le (A : Matrix n n ℝ) (y : n → ℝ) :
    groundEnergy A * (y ⬝ᵥ y) ≤ y ⬝ᵥ A *ᵥ y := by
  by_cases hy : y = 0
  · simp [hy]
  have hs : 0 < y ⬝ᵥ y :=
    lt_of_le_of_ne (Finset.sum_nonneg fun i _ => mul_self_nonneg (y i))
      (Ne.symm (mt dotProduct_self_eq_zero.mp hy))
  obtain ⟨r, hr0, hr⟩ : ∃ r : ℝ, 0 < r ∧ r * r = y ⬝ᵥ y :=
    ⟨√(y ⬝ᵥ y), Real.sqrt_pos.mpr hs, Real.mul_self_sqrt hs.le⟩
  -- normalise the vector and use the definition of the infimum
  have hu : (r⁻¹ • y) ⬝ᵥ (r⁻¹ • y) = 1 := by
    simp only [smul_dotProduct, dotProduct_smul, smul_eq_mul]
    rw [← hr]
    field_simp
  have h : groundEnergy A ≤ (r⁻¹ • y) ⬝ᵥ A *ᵥ (r⁻¹ • y) :=
    csInf_le (isCompact_energies A).bddBelow ⟨r⁻¹ • y, hu, rfl⟩
  simp only [mulVec_smul, smul_dotProduct, dotProduct_smul, smul_eq_mul] at h
  calc groundEnergy A * (y ⬝ᵥ y) = groundEnergy A * (r * r) := by rw [hr]
    _ ≤ r⁻¹ * (r⁻¹ * (y ⬝ᵥ A *ᵥ y)) * (r * r) :=
        mul_le_mul_of_nonneg_right h (by positivity)
    _ = y ⬝ᵥ A *ᵥ y := by field_simp
```

In the next lemma `r` is the residual, as in the derivation above. The statement `q` is the inequality in s and t, and `h1` inserts s = b + 1 and t = −r·r.

```lean
/-- For a symmetric matrix, a unit vector whose energy equals the ground energy is a ground
vector. -/
theorem isGroundVector_of_energy_eq {A : Matrix n n ℝ} (hA : A.IsSymm) {x : n → ℝ}
    (hx : x ⬝ᵥ x = 1) (hmin : x ⬝ᵥ A *ᵥ x = groundEnergy A) : IsGroundVector A x := by
  refine ⟨hx, ?_⟩
  obtain ⟨r, hr⟩ : ∃ r, r = A *ᵥ x - groundEnergy A • x := ⟨_, rfl⟩
  have hsymm : x ⬝ᵥ A *ᵥ r = r ⬝ᵥ A *ᵥ x := by
    rw [dotProduct_mulVec, ← mulVec_transpose, hA.eq, dotProduct_comm]
  have ha : r ⬝ᵥ (A *ᵥ x - groundEnergy A • x)
      = r ⬝ᵥ A *ᵥ x - groundEnergy A * (r ⬝ᵥ x) := by
    rw [dotProduct_sub, dotProduct_smul, smul_eq_mul]
  rw [← hr] at ha
  -- Rayleigh bound for linear combinations of the vector and its residual
  have q : ∀ s t : ℝ, 0 ≤ 2 * s * t * (r ⬝ᵥ r)
      + t ^ 2 * (r ⬝ᵥ A *ᵥ r - groundEnergy A * (r ⬝ᵥ r)) := by
    intro s t
    have h := groundEnergy_mul_le A (s • x + t • r)
    simp only [mulVec_add, mulVec_smul, add_dotProduct, dotProduct_add, smul_dotProduct,
      dotProduct_smul, smul_eq_mul] at h
    rw [hsymm, dotProduct_comm x r, hmin, hx] at h
    linear_combination h - 2 * s * t * ha
  have hb : 0 ≤ r ⬝ᵥ A *ᵥ r - groundEnergy A * (r ⬝ᵥ r) :=
    sub_nonneg.mpr (groundEnergy_mul_le A r)
  have hz : r ⬝ᵥ r = 0 := by
    by_contra hne
    have hne' : r ⬝ᵥ r ≠ 0 := hne
    have hp : 0 < (r ⬝ᵥ r) ^ 2 := by positivity
    have h1 := q (r ⬝ᵥ A *ᵥ r - groundEnergy A * (r ⬝ᵥ r) + 1) (-(r ⬝ᵥ r))
    nlinarith [mul_nonneg hp.le hb]
  exact sub_eq_zero.mp (hr.symm.trans (dotProduct_self_eq_zero.mp hz))
```

With at least one site and a symmetric matrix, the infimum is the lowest eigenvalue. `IsLeast` says that it is an eigenvalue and that no eigenvalue lies below it.

```lean
/-- The ground energy of a real symmetric matrix on a nonempty set of sites is its lowest
eigenvalue. -/
theorem groundEnergy_isLeast [Nonempty n] {A : Matrix n n ℝ} (hA : A.IsSymm) :
    IsLeast {μ : ℝ | ∃ x : n → ℝ, x ≠ 0 ∧ A *ᵥ x = μ • x} (groundEnergy A) := by
  classical
  constructor
  · have hne : {x : n → ℝ | x ⬝ᵥ x = 1}.Nonempty :=
      ⟨Pi.single (Classical.arbitrary n) 1, by simp⟩
    obtain ⟨x, hx, hmin⟩ := (isCompact_energies A).sInf_mem (hne.image _)
    have hx' : x ⬝ᵥ x = 1 := hx
    refine ⟨x, ?_, (isGroundVector_of_energy_eq hA hx' hmin).2⟩
    intro h0
    simp [h0] at hx'
  · rintro μ ⟨y, hy, h⟩
    have hb := groundEnergy_mul_le A y
    rw [h, dotProduct_smul, smul_eq_mul] at hb
    exact le_of_mul_le_mul_right hb
      (lt_of_le_of_ne (Finset.sum_nonneg fun i _ => mul_self_nonneg (y i))
        (Ne.symm (mt dotProduct_self_eq_zero.mp hy)))
```

## The functional and its upper bound

G is `inversionFunctional H0 ρ w`, with the site probabilities as `ρ`. The theorems set `ρ` to `fun i => ψ i ^ 2`, so G can be evaluated from H0 and the density without knowing v.

```lean
variable [DecidableEq n]

/-- The density-inversion functional: the ground energy in the trial potential `w` minus the
energy of the target density `ρ` in that potential. -/
noncomputable def inversionFunctional (H0 : Matrix n n ℝ) (ρ w : n → ℝ) : ℝ :=
  groundEnergy (H0 + diagonal w) - ∑ i, w i * ρ i
```

The energy splits into the part from H0 and the potential energy of the density.

```lean
/-- A local potential enters the energy of a vector only through the density `ψ i ^ 2`. -/
theorem energy_split (H0 : Matrix n n ℝ) (w ψ : n → ℝ) :
    ψ ⬝ᵥ (H0 + diagonal w) *ᵥ ψ = ψ ⬝ᵥ H0 *ᵥ ψ + ∑ i, w i * ψ i ^ 2 := by
  rw [add_mulVec, dotProduct_add]
  congr 1
  simp only [dotProduct, mulVec_diagonal]
  exact Finset.sum_congr rfl fun i _ => by ring
```

Inserting this into the Rayleigh bound for ψ gives the upper bound on G.

```lean
/-- For the density of a unit vector `ψ`, the functional never exceeds the energy of `ψ`
under `H0` alone. -/
theorem functional_le (H0 : Matrix n n ℝ) {ψ : n → ℝ} (hψ : ψ ⬝ᵥ ψ = 1) (w : n → ℝ) :
    inversionFunctional H0 (fun i => ψ i ^ 2) w ≤ ψ ⬝ᵥ H0 *ᵥ ψ := by
  have h := groundEnergy_mul_le (H0 + diagonal w) ψ
  rw [hψ, mul_one, energy_split] at h
  simp only [inversionFunctional]
  linarith
```

The equality case uses the residual lemma in one direction and the eigenvalue equation, multiplied by ψ, in the other.

```lean
/-- For symmetric `H0` and a unit vector `ψ`, the bound is attained at `w` exactly when `ψ` is
a ground vector in the potential `w`. -/
theorem functional_eq_iff {H0 : Matrix n n ℝ} (hH : H0.IsSymm) {ψ : n → ℝ}
    (hψ : ψ ⬝ᵥ ψ = 1) (w : n → ℝ) :
    inversionFunctional H0 (fun i => ψ i ^ 2) w = ψ ⬝ᵥ H0 *ᵥ ψ ↔
      IsGroundVector (H0 + diagonal w) ψ := by
  have hs := energy_split H0 w ψ
  simp only [inversionFunctional]
  constructor
  · intro h
    exact isGroundVector_of_energy_eq (hH.add (isSymm_diagonal w)) hψ (by linarith)
  · intro h
    rw [h.2, dotProduct_smul, hψ, smul_eq_mul, mul_one] at hs
    linarith
```

## Which potentials reach the maximum

The sufficient condition for a maximiser is a separate lemma, since it serves both the constant shift and the potential raised at a zero. In its proof `h3` is the lower bound on the new ground energy, obtained by bounding the energy of each unit vector.

```lean
/-- Let `H0` be symmetric and `ψ` a ground vector in the potential `v`. If `ψ` minimises the
expectation value of `w - v` among unit vectors, then `w` maximises the functional for the density
of `ψ`. -/
theorem maximal_of_expectation_le {H0 : Matrix n n ℝ} (hH : H0.IsSymm) {v w ψ : n → ℝ}
    (hψ : IsGroundVector (H0 + diagonal v) ψ)
    (h : ∀ x : n → ℝ, x ⬝ᵥ x = 1 →
      ∑ i, (w i - v i) * ψ i ^ 2 ≤ ∑ i, (w i - v i) * x i ^ 2) (w' : n → ℝ) :
    inversionFunctional H0 (fun i => ψ i ^ 2) w' ≤
      inversionFunctional H0 (fun i => ψ i ^ 2) w := by
  have h1 := functional_le H0 hψ.1 w'
  have h2 := (functional_eq_iff hH hψ.1 v).mpr hψ
  -- the ground energy rises at least by the expectation value of the change in potential
  have h3 : groundEnergy (H0 + diagonal v) + ∑ i, (w i - v i) * ψ i ^ 2
      ≤ groundEnergy (H0 + diagonal w) := by
    refine le_csInf ⟨_, ψ, hψ.1, rfl⟩ ?_
    rintro _ ⟨x, hx, rfl⟩
    have hx' : x ⬝ᵥ x = 1 := hx
    have a := groundEnergy_mul_le (H0 + diagonal v) x
    rw [hx', mul_one, energy_split] at a
    have b := h x hx'
    have e := energy_split H0 w x
    simp only [sub_mul, Finset.sum_sub_distrib] at b ⊢
    linarith
  simp only [sub_mul, Finset.sum_sub_distrib] at h3
  simp only [inversionFunctional] at h1 h2 ⊢
  linarith
```

The main theorem says that G(w') ≤ G(w) for all w' if and only if some real c satisfies `w i = v i + c` at every site. From left to right, `hg` shows that ψ is a ground vector in w, and `linear_combination h2 - h1` subtracts the two eigenvalue equations before ψᵢ is cancelled. From right to left, `e` evaluates the expectation of w − v as c.

```lean
/-- Variational density inversion: let `H0` be symmetric and `ψ` a ground vector in the
potential `v` with no zero component. A potential `w` maximises the functional for the density
of `ψ` exactly when it differs from `v` by a constant. -/
theorem maximal_iff_constant_shift {H0 : Matrix n n ℝ} (hH : H0.IsSymm) {v ψ : n → ℝ}
    (hψ : IsGroundVector (H0 + diagonal v) ψ) (hne : ∀ i, ψ i ≠ 0) (w : n → ℝ) :
    (∀ w', inversionFunctional H0 (fun i => ψ i ^ 2) w' ≤
      inversionFunctional H0 (fun i => ψ i ^ 2) w) ↔ ∃ c : ℝ, ∀ i, w i = v i + c := by
  constructor
  · intro h
    have hv := (functional_eq_iff hH hψ.1 v).mpr hψ
    have hg := (functional_eq_iff hH hψ.1 w).mp
      (le_antisymm (functional_le H0 hψ.1 w) (hv ▸ h v))
    -- subtract the two eigenvalue equations at each site
    refine ⟨groundEnergy (H0 + diagonal w) - groundEnergy (H0 + diagonal v), fun i => ?_⟩
    have h1 := congrFun hψ.2 i
    have h2 := congrFun hg.2 i
    simp only [add_mulVec, Pi.add_apply, mulVec_diagonal, Pi.smul_apply, smul_eq_mul] at h1 h2
    exact mul_right_cancel₀ (hne i) (by linear_combination h2 - h1)
  · rintro ⟨c, hc⟩
    have e : ∀ x : n → ℝ, x ⬝ᵥ x = 1 → ∑ i, (w i - v i) * x i ^ 2 = c := by
      intro x hx
      calc ∑ i, (w i - v i) * x i ^ 2 = c * (x ⬝ᵥ x) := by
            rw [dotProduct, Finset.mul_sum]
            exact Finset.sum_congr rfl fun i _ => by rw [hc i]; ring
        _ = c := by rw [hx, mul_one]
    exact maximal_of_expectation_le hH hψ fun x hx => by rw [e ψ hψ.1, e x hx]
```

The hypothesis `hψ` assumes that the target density comes from a ground state in some potential v; in density-functional language, it is v-representable. The hypothesis `hne` says that the particle can be found at every site. The last theorem shows that uniqueness up to a constant fails whenever ψ has a zero. There `Pi.single k c` is the potential that equals c at site k and zero elsewhere.

```lean
/-- Let `H0` be symmetric and `ψ` a ground vector in the potential `v` that vanishes at site `k`.
Raising the potential at `k` by any `c > 0` gives a potential that maximises the functional for the
density of `ψ` and is not a constant shift of `v`. -/
theorem node_breaks_uniqueness {H0 : Matrix n n ℝ} (hH : H0.IsSymm) {v ψ : n → ℝ}
    (hψ : IsGroundVector (H0 + diagonal v) ψ) {k : n} (hk : ψ k = 0) {c : ℝ} (hc : 0 < c) :
    (∀ w', inversionFunctional H0 (fun i => ψ i ^ 2) w' ≤
      inversionFunctional H0 (fun i => ψ i ^ 2) (v + Pi.single k c)) ∧
      ¬ ∃ d : ℝ, ∀ i, (v + Pi.single k c : n → ℝ) i = v i + d := by
  constructor
  · have e : ∀ x : n → ℝ,
        ∑ i, ((v + Pi.single k c : n → ℝ) i - v i) * x i ^ 2 = c * x k ^ 2 := by
      intro x
      rw [Finset.sum_eq_single k]
      · simp
      · intro i _ hi
        simp [hi]
      · simp
    refine maximal_of_expectation_le hH hψ fun x _ => ?_
    rw [e ψ, e x, hk]
    have := mul_nonneg hc.le (sq_nonneg (x k))
    linarith
  · rintro ⟨d, hd⟩
    have hdk := hd k
    rw [Pi.add_apply, Pi.single_eq_same] at hdk
    -- a constant shift would leave no site besides the node
    have hz : ψ = 0 := by
      funext i
      by_cases hi : i = k
      · rw [hi, hk]
        rfl
      · exfalso
        have h := hd i
        rw [Pi.add_apply, Pi.single_eq_of_ne hi] at h
        linarith
    have h1 := hψ.1
    simp [hz] at h1

end DensityInversion
```

```lean
#print axioms DensityInversion.groundEnergy_isLeast
-- 'DensityInversion.groundEnergy_isLeast' depends on axioms: [propext, Classical.choice, Quot.sound]
#print axioms DensityInversion.maximal_iff_constant_shift
-- 'DensityInversion.maximal_iff_constant_shift' depends on axioms: [propext, Classical.choice, Quot.sound]
#print axioms DensityInversion.node_breaks_uniqueness
-- 'DensityInversion.node_breaks_uniqueness' depends on axioms: [propext, Classical.choice, Quot.sound]
```

In electronic structure, functionals of this kind are maximised to recover an effective potential from a given density; the theorem treats the case of one particle on finitely many sites with a real Hamiltonian. Passing from there to several electrons in continuous space is a step that its hypotheses leave open.
